# For a finite Hermitian Hamiltonian, the resolvent and sum-over-states RIXS spectra agree at equal Lorentzian broadening

In resonant inelastic X-ray scattering, an incoming photon lifts a core electron into an empty level, the core-hole state evolves for a short time, and an emitted photon leaves the sample in some final state. Let y be the vector, in general not normalised, that absorption, core-hole propagation and emission produce from the initial state. In a cluster calculation I can get the spectrum in two ways. I can diagonalise the final-state Hamiltonian H and add, for every state of an orthonormal eigenbasis, a Lorentzian of unit area and half-width s centred at its energy, weighted by the squared modulus of its overlap with y. Or I can skip the eigenstates and evaluate

−(1/π) Im ⟨y, (ω + is − H)⁻¹ y⟩.

The two curves should be identical, not merely close. Can this be proved in full, with a proof that a machine has checked? And does it still hold when y is built from the core-hole propagator?

## The propagator splits into Lorentzians

Yes to both, for finite matrices. Write ⟨a,b⟩ = Σ_i conj(a_i) b_i. Let v_f be orthonormal eigenvectors of H with real energies E_f, as many as the dimension. Every Hermitian matrix has such a set.

First comes completeness. Let V be the square matrix whose rows are the v_f. Orthonormality says V V† = 1. A one-sided inverse of a square matrix is two-sided, so V† V = 1, which in components is

Σ_f conj((v_f)_k) (v_f)_i = δ_ki.

Multiplying by y_k and summing over k gives

Σ_f ⟨v_f,y⟩ v_f = y.

Now set z = ω + is with s > 0. Since z has a non-zero imaginary part, it equals none of the E_f, and we may define

w = Σ_f ⟨v_f,y⟩/(z − E_f) v_f.

Applying z − H multiplies each term by z − E_f, so (z − H)w = Σ_f ⟨v_f,y⟩ v_f = y. Every y is reached in this way, so the square matrix z − H is invertible and w = (z − H)⁻¹y. Because ⟨y,v_f⟩ is the conjugate of ⟨v_f,y⟩,

⟨y, (z − H)⁻¹y⟩ = Σ_f |⟨v_f,y⟩|²/(z − E_f).

The imaginary part of each pole is

Im 1/(ω − E_f + is) = −s/((ω − E_f)² + s²),

and multiplying by −1/π yields the claim:

−(1/π) Im ⟨y, (ω + is − H)⁻¹y⟩ = Σ_f |⟨v_f,y⟩|² (s/π)/((ω − E_f)² + s²).

For RIXS, start from a state g, absorb with the transition operator D_in, propagate under the core-hole Hamiltonian H_c and emit with the transition operator D_out. With Ω the energy of the initial state plus that of the incoming photon, and Γ the half-width of the core-hole states,

y = D_out (Ω + iΓ − H_c)⁻¹ D_in g.

If H_c has orthonormal eigenvectors u_k with energies ε_k, and Γ > 0, the same expansion gives

⟨v_f,y⟩ = Σ_k ⟨v_f, D_out u_k⟩⟨u_k, D_in g⟩/(Ω + iΓ − ε_k).

The sum over k sits inside the squared modulus, so different core-hole states can interfere.

Finally, the substitution x = st gives the area of one line:

∫ (s/π)/(x² + s²) dx = (1/π) ∫ dt/(1 + t²) = 1.

The spectrum integrated over ω is therefore Σ_f |⟨v_f,y⟩|², which by completeness equals ⟨y,y⟩ = Σ_i |y_i|².

## The equality in Lean 4

```lean
import Mathlib

open Matrix MeasureTheory

namespace RIXSSpectrum

noncomputable section

variable {n m : Type*} [Fintype n] [DecidableEq n] [Fintype m] [DecidableEq m]

/-- The vectors `v f` are orthonormal eigenvectors of `H` with real energies `E f`,
as many as the dimension of the space. -/
def IsEigenbasis (H : Matrix n n ℂ) (v : n → n → ℂ) (E : n → ℝ) : Prop :=
  (∀ f g, star (v f) ⬝ᵥ v g = if f = g then 1 else 0) ∧
    ∀ f, H *ᵥ v f = (E f : ℂ) • v f

/-- The propagator `(z - H)⁻¹`, for `z` not an eigenvalue of `H`. -/
def propagator (H : Matrix n n ℂ) (z : ℂ) : Matrix n n ℂ :=
  (z • (1 : Matrix n n ℂ) - H)⁻¹

/-- The resolvent form of the spectrum, `-(1/π) Im ⟨y, (ω + i s - H)⁻¹ y⟩`,
for a Hermitian `H` and a broadening `s > 0`. -/
def spectrum (H : Matrix n n ℂ) (y : n → ℂ) (s ω : ℝ) : ℝ :=
  -(1 / Real.pi) * (star y ⬝ᵥ (propagator H (ω + s * Complex.I) *ᵥ y)).im

/-- The Lorentzian line of half-width `s > 0` at detuning `x`. -/
def lorentzian (s x : ℝ) : ℝ := (s / Real.pi) / (x ^ 2 + s ^ 2)

/-- The de-excited vector: absorption `Din` from the state `g`, propagation at complex energy `z`
under the core-hole Hamiltonian `Hc`, emission `Dout`; `z` is not an eigenvalue of `Hc`. -/
def deexcited (Dout : Matrix n m ℂ) (Hc : Matrix m m ℂ) (Din : Matrix m n ℂ)
    (g : n → ℂ) (z : ℂ) : n → ℂ :=
  Dout *ᵥ (propagator Hc z *ᵥ (Din *ᵥ g))

/-- Every Hermitian matrix has an orthonormal eigenbasis with real energies. -/
theorem isEigenbasis_of_isHermitian {H : Matrix n n ℂ} (hH : H.IsHermitian) :
    IsEigenbasis H (fun f => (hH.eigenvectorBasis f).ofLp) hH.eigenvalues := by
  refine ⟨fun f g => ?_, fun f => ?_⟩
  · have h := orthonormal_iff_ite.mp hH.eigenvectorBasis.orthonormal f g
    rw [EuclideanSpace.inner_eq_star_dotProduct, dotProduct_comm] at h
    exact h
  · rw [hH.mulVec_eigenvectorBasis f]
    ext i
    simp

/-- Completeness: a vector is the sum of its projections on the vectors of an orthonormal
eigenbasis. -/
theorem completeness {H : Matrix n n ℂ} {v : n → n → ℂ} {E : n → ℝ}
    (h : IsEigenbasis H v E) (y : n → ℂ) :
    ∑ f, (star (v f) ⬝ᵥ y) • v f = y := by
  -- orthonormal rows of a square matrix imply orthonormal columns
  have h1 : Matrix.of v * (Matrix.of v)ᴴ = 1 := by
    ext i j
    have hij := h.1 j i
    rw [dotProduct_comm] at hij
    rw [Matrix.mul_apply, Matrix.one_apply]
    simpa [dotProduct, eq_comm] using hij
  have h2 : (Matrix.of v)ᴴ * Matrix.of v = 1 := mul_eq_one_comm.mp h1
  ext i
  have h3 : ∀ k, ∑ f, star (v f k) * v f i = if k = i then 1 else 0 := by
    intro k
    have hk := congrFun (congrFun h2 k) i
    rw [Matrix.mul_apply, Matrix.one_apply] at hk
    exact hk
  calc (∑ f, (star (v f) ⬝ᵥ y) • v f) i
      = ∑ f, ∑ k, y k * (star (v f k) * v f i) := by
        rw [Finset.sum_apply]
        refine Finset.sum_congr rfl fun f _ => ?_
        rw [Pi.smul_apply, smul_eq_mul, dotProduct, Finset.sum_mul]
        refine Finset.sum_congr rfl fun k _ => ?_
        rw [Pi.star_apply]
        ring
    _ = ∑ k, y k * ∑ f, star (v f k) * v f i := by
        rw [Finset.sum_comm]
        simp only [Finset.mul_sum]
    _ = y i := by
        simp only [h3]
        simp

omit [DecidableEq n] in
/-- For any vectors `v f` and factors `c f`, the overlap of `y` with the sum of the vectors
`c f * ⟨v f, y⟩ • v f` is the sum of `c f * |⟨v f, y⟩|²`. -/
theorem weighted_overlap (v : n → n → ℂ) (c : n → ℂ) (y : n → ℂ) :
    star y ⬝ᵥ ∑ f, (c f * (star (v f) ⬝ᵥ y)) • v f =
      ∑ f, c f * ((‖star (v f) ⬝ᵥ y‖ ^ 2 : ℝ) : ℂ) := by
  rw [dotProduct_sum]
  refine Finset.sum_congr rfl fun f _ => ?_
  have h1 : star y ⬝ᵥ v f = star (star (v f) ⬝ᵥ y) := by
    simp [dotProduct, mul_comm]
  have h2 : ∀ a : ℂ, a * star a = ((‖a‖ ^ 2 : ℝ) : ℂ) := by
    intro a
    rw [← Complex.normSq_eq_norm_sq]
    exact Complex.mul_conj a
  rw [dotProduct_smul, smul_eq_mul, h1, mul_assoc, h2]

/-- Let `v` be an orthonormal eigenbasis of `H` with energies `E`. If `z` is none of the energies,
then `z - H` is invertible and the propagator divides each eigencomponent by `z - E f`. -/
theorem propagator_expansion {H : Matrix n n ℂ} {v : n → n → ℂ} {E : n → ℝ}
    (h : IsEigenbasis H v E) {z : ℂ} (hz : ∀ f, z ≠ (E f : ℂ)) (y : n → ℂ) :
    IsUnit (z • (1 : Matrix n n ℂ) - H) ∧
      propagator H z *ᵥ y = ∑ f, ((z - E f)⁻¹ * (star (v f) ⬝ᵥ y)) • v f := by
  -- the spectral sum solves the linear equation `(z - H) w = x`
  have key : ∀ x : n → ℂ, (z • (1 : Matrix n n ℂ) - H) *ᵥ
      (∑ f, ((z - E f)⁻¹ * (star (v f) ⬝ᵥ x)) • v f) = x := by
    intro x
    rw [← Matrix.mulVecLin_apply, map_sum]
    refine Eq.trans (Finset.sum_congr rfl fun f _ => ?_) (completeness h x)
    have hf : z - (E f : ℂ) ≠ 0 := sub_ne_zero.mpr (hz f)
    rw [Matrix.mulVecLin_apply, Matrix.mulVec_smul, Matrix.sub_mulVec, Matrix.smul_mulVec,
      Matrix.one_mulVec, h.2 f, ← sub_smul, smul_smul]
    congr 1
    field_simp
  have hu : IsUnit (z • (1 : Matrix n n ℂ) - H) :=
    Matrix.mulVec_surjective_iff_isUnit.mp fun x => ⟨_, key x⟩
  refine ⟨hu, ?_⟩
  have hdet := (Matrix.isUnit_iff_isUnit_det _).mp hu
  conv_lhs => rw [← key y]
  rw [propagator, Matrix.mulVec_mulVec, Matrix.nonsing_inv_mul _ hdet, Matrix.one_mulVec]

/-- For an orthonormal eigenbasis `v` of `H` with energies `E` and broadening `s > 0`, the resolvent
spectrum of any vector `y` is the sum over `f` of `|⟨v f, y⟩|²` times a Lorentzian centred at `E f`.
-/
theorem spectrum_eq_sum_over_states {H : Matrix n n ℂ} {v : n → n → ℂ} {E : n → ℝ}
    (h : IsEigenbasis H v E) (y : n → ℂ) {s : ℝ} (hs : 0 < s) (ω : ℝ) :
    spectrum H y s ω = ∑ f, ‖star (v f) ⬝ᵥ y‖ ^ 2 * lorentzian s (ω - E f) := by
  have hz : ∀ f, (ω + s * Complex.I : ℂ) ≠ (E f : ℂ) := by
    intro f hf
    have him := congrArg Complex.im hf
    simp at him
    linarith
  rw [spectrum, (propagator_expansion h hz y).2, weighted_overlap, Complex.im_sum,
    Finset.mul_sum]
  refine Finset.sum_congr rfl fun f _ => ?_
  -- the imaginary part of each simple pole is `-π` times a Lorentzian
  have hw : (ω + s * Complex.I : ℂ) - (E f : ℂ) = ⟨ω - E f, s⟩ := by
    apply Complex.ext <;> simp
  rw [hw, Complex.im_mul_ofReal, Complex.inv_im, Complex.normSq_mk, lorentzian]
  ring

/-- Resonant part of the Kramers–Heisenberg formula, without photon-frequency prefactors: for
orthonormal eigenbases `v` of `H` and `u` of `Hc`, core-hole half-width `Γ > 0` and final-state
broadening `s > 0`, the resolvent spectrum is a sum over final states `f` of Lorentzians weighted by
the squared modulus of a coherent sum over core-hole states `k`. -/
theorem kramers_heisenberg {H : Matrix n n ℂ} {v : n → n → ℂ} {E : n → ℝ}
    (h : IsEigenbasis H v E) {Hc : Matrix m m ℂ} {u : m → m → ℂ} {ε : m → ℝ}
    (hc : IsEigenbasis Hc u ε) (Dout : Matrix n m ℂ) (Din : Matrix m n ℂ) (g : n → ℂ)
    {Γ s : ℝ} (hΓ : 0 < Γ) (hs : 0 < s) (Ω ω : ℝ) :
    spectrum H (deexcited Dout Hc Din g (Ω + Γ * Complex.I)) s ω =
      ∑ f, ‖∑ k, (star (v f) ⬝ᵥ (Dout *ᵥ u k)) * (star (u k) ⬝ᵥ (Din *ᵥ g)) /
        (Ω + Γ * Complex.I - ε k)‖ ^ 2 * lorentzian s (ω - E f) := by
  have hz : ∀ k, (Ω + Γ * Complex.I : ℂ) ≠ (ε k : ℂ) := by
    intro k hk
    have him := congrArg Complex.im hk
    simp at him
    linarith
  rw [spectrum_eq_sum_over_states h _ hs]
  refine Finset.sum_congr rfl fun f _ => ?_
  congr 3
  -- insert the core-hole eigenstates between emission and absorption
  rw [deexcited, (propagator_expansion hc hz _).2, ← Matrix.mulVecLin_apply, map_sum,
    dotProduct_sum]
  refine Finset.sum_congr rfl fun k _ => ?_
  rw [Matrix.mulVecLin_apply, Matrix.mulVec_smul, dotProduct_smul, smul_eq_mul, div_eq_mul_inv]
  ring

/-- A Lorentzian line of half-width `s > 0` is integrable and has unit area. -/
theorem lorentzian_area {s : ℝ} (hs : 0 < s) :
    Integrable (lorentzian s) ∧ ∫ x, lorentzian s x = 1 := by
  have hpi := Real.pi_pos
  have hL : lorentzian s = fun x => (1 / (Real.pi * s)) * (1 + (x / s) ^ 2)⁻¹ := by
    funext x
    have h1 : x ^ 2 + s ^ 2 ≠ 0 := by positivity
    have h2 : 1 + (x / s) ^ 2 = (x ^ 2 + s ^ 2) / s ^ 2 := by
      field_simp
      ring
    rw [lorentzian, h2, inv_div]
    field_simp
  rw [hL]
  refine ⟨(integrable_inv_one_add_sq.comp_div hs.ne').const_mul _, ?_⟩
  rw [integral_const_mul, Measure.integral_comp_div (fun x : ℝ => (1 + x ^ 2)⁻¹) s,
    integral_univ_inv_one_add_sq, abs_of_pos hs, smul_eq_mul]
  field_simp

/-- Sum rule: for Hermitian `H` and broadening `s > 0`, the spectrum integrated over energy
is the squared norm of the de-excited vector. -/
theorem integrated_spectrum {H : Matrix n n ℂ} (hH : H.IsHermitian) (y : n → ℂ)
    {s : ℝ} (hs : 0 < s) : ∫ ω, spectrum H y s ω = ∑ i, ‖y i‖ ^ 2 := by
  have h := isEigenbasis_of_isHermitian hH
  simp_rw [spectrum_eq_sum_over_states h y hs]
  rw [integral_finsetSum _ fun f _ =>
    ((lorentzian_area hs).1.comp_sub_right (hH.eigenvalues f)).const_mul _]
  simp_rw [integral_const_mul, integral_sub_right_eq_self (lorentzian s),
    (lorentzian_area hs).2, mul_one]
  -- Parseval's identity in the eigenbasis
  have h1 := weighted_overlap (fun f => (hH.eigenvectorBasis f).ofLp) (fun _ => 1) y
  simp only [one_mul] at h1
  rw [completeness h y] at h1
  have h2 : star y ⬝ᵥ y = ((∑ i, ‖y i‖ ^ 2 : ℝ) : ℂ) := by
    rw [dotProduct, Complex.ofReal_sum]
    refine Finset.sum_congr rfl fun i _ => ?_
    rw [← Complex.normSq_eq_norm_sq, Pi.star_apply, mul_comm]
    exact Complex.mul_conj (y i)
  rw [h2, ← Complex.ofReal_sum] at h1
  exact (Complex.ofReal_injective h1).symm

end

end RIXSSpectrum
```

```lean
#print axioms RIXSSpectrum.spectrum_eq_sum_over_states
#print axioms RIXSSpectrum.kramers_heisenberg
#print axioms RIXSSpectrum.integrated_spectrum
```

```
'RIXSSpectrum.spectrum_eq_sum_over_states' depends on axioms: [propext, Classical.choice, Quot.sound]
'RIXSSpectrum.kramers_heisenberg' depends on axioms: [propext, Classical.choice, Quot.sound]
'RIXSSpectrum.integrated_spectrum' depends on axioms: [propext, Classical.choice, Quot.sound]
```

## Final states, core-hole states and widths as Lean objects

The finite type `n` labels both the basis of the space containing g and the final states, and their eigenvectors; `m` does the same for the core-excited space, whose dimension may differ. The overlap ⟨v_f,y⟩ is `star (v f) ⬝ᵥ y`, conjugated in the first factor. `IsEigenbasis H v E` says that the vectors `v f` are orthonormal and satisfy the eigenvalue equation with real `E f`. The theorem `isEigenbasis_of_isHermitian` supplies such a basis for any Hermitian `H`, so the main equality applies to all of them.

`spectrum_eq_sum_over_states` is that equality, for any vector `y`, any real `ω` and any `s > 0`. The vector need not be normalised. `propagator` uses Mathlib's matrix inverse, which returns zero for a singular matrix; `propagator_expansion` therefore also proves that z − H is invertible.

In `kramers_heisenberg`, `Ω` is the energy of the initial state plus that of the incoming photon, and `ω` is `Ω` minus the energy of the emitted photon, so it lies on the same scale as the final-state energies. The constant `Γ` stands for the half-width that Auger and radiative decay give to the core-hole states, taken as equal for all of them. The constant `s` is a half-width that stands for the lifetime broadening of the final states or, as an approximation, for experimental resolution, which need not be Lorentzian. Both are put in by hand and not derived from a coupling to decay channels.

The formula is the resonant part of Kramers–Heisenberg scattering: it has no non-resonant terms and no photon-frequency prefactors. The theorem allows any vector `g`, but reading the result as a RIXS spectrum takes `g` to be a normalised eigenstate of `H`, whose energy enters `Ω`. Continua of final states and state-dependent widths are not covered.

`integrated_spectrum` integrates over all real `ω` with `y` fixed, hence at fixed incident energy. The total does not depend on `s`, nor on `H` once `y` is given.

For simulation practice, this means that in a finite matrix model with Hermitian H, solving (ω + is − H)w = y at each ω and taking −(1/π) Im ⟨y,w⟩ gives the same broadened spectrum as full diagonalisation, up to numerical error.

## From completeness to the sum rule

`completeness` follows the matrix argument above. `Matrix.of v` is V, `h1` is V V† = 1, and `mul_eq_one_comm` turns it into V† V = 1. The closing `calc` exchanges the sums over f and k.

In `propagator_expansion`, the statement `key` says that the spectral sum solves the linear equation for every right-hand side. This makes the matrix surjective as a map, and `Matrix.mulVec_surjective_iff_isUnit` converts that into invertibility. The proof then replaces y by (z − H)w and cancels the inverse.

`weighted_overlap` takes the overlap with y and produces the squared moduli, for arbitrary complex weights `c f`. With the weights 1/(z − E_f) it serves the main theorem, where comparing imaginary parts shows that z is not an energy, and `Complex.inv_im` gives the imaginary part of each pole.

The proof of `kramers_heisenberg` applies the main theorem to the de-excited vector, then expands the core-hole propagator with `propagator_expansion` and moves the emission operator and the overlap inside the sum over `k`.

`lorentzian_area` rescales the line to 1/(1 + t²), whose integral Mathlib knows to be π. `integrated_spectrum` exchanges the integral with the finite sum, which needs the integrability of each line, and shifts each line to the origin. It then uses `weighted_overlap` again, now with all weights equal to 1, together with `completeness` to recover the squared norm.

## Degenerate final states that are not orthogonal

Suppose the eigenvectors are normalised but not orthogonal. This can happen even for a Hermitian H when energies are degenerate. Take H = E₀·1 in two dimensions, with

v₁ = (1, 0), v₂ = (1, 1)/√2, y = (1, 0).

Both vectors are eigenvectors with energy E₀. Write L(x) = (s/π)/(x² + s²). The resolvent spectrum is L(ω − E₀). The squared overlaps are 1 and 1/2, so the sum over states gives (3/2) L(ω − E₀), which is too large by half. Choosing an orthonormal basis within the degenerate level restores the equality.

The sign of s matters for the sum rule. For the 1×1 matrix H = 0 with y = 1 and s = −1, the resolvent expression is −(1/π)/(ω² + 1). Its integral is −1, whereas the squared norm of y is 1.
